# Sublattice signs of the static density response for independent electrons with real bipartite hopping at half filling

Raise the potential on one lattice site, and the electron density on another may rise or fall. The usual sum over pairs of orbitals does not show which: its thermal weights are never positive, but the products of orbital amplitudes can take both signs. A sign error in a computed response can then pass unnoticed. For independent electrons at half filling, with equal site energies and real hopping only between two sublattices, the sublattices alone decide the sign of any nonzero response at fixed chemical potential.

## The lattice and its response

Let $H$ be the one-electron Hamiltonian on finitely many sites, with real orthonormal orbitals $\psi_i$ and energies $e_i$ measured from the chemical potential. In Lean, `U a i` is $\psi_i(a)$.

```lean
import Mathlib

open Matrix

namespace AlternatingResponse

noncomputable section

variable {n : Type*} [Fintype n] [DecidableEq n]
```

The occupation per spin at inverse temperature $\beta=1/k_BT$ is $f(x)=1/(1+e^{\beta x})$.

```lean
/-- The Fermi occupation at inverse temperature `β`, with energies measured from the
chemical potential. -/
def fermi (β x : ℝ) : ℝ := 1 / (1 + Real.exp (β * x))
```

Pairs of orbitals are weighted by $L(x,y)=(f(x)-f(y))/(x-y)$, with $L(x,x)=f'(x)$. The case distinction matters: Lean evaluates $0/0$ as $0$, so the bare quotient would silently drop every term with equal energies.

```lean
/-- The divided difference of the Fermi function at two energies; at equal energies it is
the derivative. -/
def kernel (β x y : ℝ) : ℝ :=
  if x = y then deriv (fermi β) x else (fermi β x - fermi β y) / (x - y)
```

The response is $\chi_{ab}=\sum_{ij}L(e_i,e_j)\,\psi_i(a)\psi_j(a)\psi_i(b)\psi_j(b)$. First-order perturbation theory identifies it with the change of the density per spin at $a$ per unit potential energy at $b$, at fixed chemical potential; that identification is taken over here as a definition.

```lean
/-- The static density response between sites `a` and `b` of independent electrons, whose
orbitals are the columns of `U` and have energies `e`. -/
def response (β : ℝ) (U : Matrix n n ℝ) (e : n → ℝ) (a b : n) : ℝ :=
  ∑ i, ∑ j, kernel β (e i) (e j) * (U a i * U a j * U b i * U b j)
```

For any real function $g$, write $g(H)_{ab}=\sum_i g(e_i)\psi_i(a)\psi_i(b)$.

```lean
/-- The matrix element between sites `a` and `b` of the function `g` of the Hamiltonian,
written in the orbitals `U` with energies `e`. -/
def spectral (g : ℝ → ℝ) (U : Matrix n n ℝ) (e : n → ℝ) (a b : n) : ℝ :=
  ∑ i, g (e i) * (U a i * U b i)
```

Also let $w_\tau(x)=e^{\tau\beta x}f(x)$. Here $\tau$ is a dimensionless fraction; the textbook imaginary time is $\tau\beta$.

```lean
/-- The Fermi occupation propagated by the fraction `τ` of the imaginary time `β`. -/
def thermal (β τ x : ℝ) : ℝ := Real.exp (τ * (β * x)) * fermi β x
```

Signs $s_a=\pm1$ label the sublattices, and $S=\mathrm{diag}(s)$. The condition $SHS=-H$ reads $s_as_bH_{ab}=-H_{ab}$: there is no hopping within a sublattice, and every site energy equals the chemical potential. The Lean comments below mean both conditions when they speak of a bipartite lattice. The symmetry of $H$ follows from its real orthonormal eigenbasis, so it is not a separate field.

```lean
/-- A Hamiltonian `H` that changes sign under the sublattice signs `s`, together with a real
orthonormal eigenbasis (the columns of `U`) and its energies `e`. -/
structure BipartiteModes (H : Matrix n n ℝ) (s e : n → ℝ) (U : Matrix n n ℝ) : Prop where
  sign : ∀ a, s a = 1 ∨ s a = -1
  alternating : diagonal s * H * diagonal s = -H
  orthonormal : Uᵀ * U = 1
  eigen : H * U = U * diagonal e
```

## (a) Occupations at opposite energies

Relate the occupations at $x$ and $-x$:
$$f(-x)=1-f(x).$$

**Solution.** Multiply numerator and denominator by $e^{\beta x}$:
$$f(-x)=\frac{1}{1+e^{-\beta x}}=\frac{e^{\beta x}}{1+e^{\beta x}}=1-f(x).$$
In Lean, `field_simp` clears the denominators and `ring` compares the two sides.

```lean
/-- The occupations at opposite energies add up to one. -/
theorem fermi_neg (β x : ℝ) : fermi β (-x) = 1 - fermi β x := by
  have hE := Real.exp_pos (β * x)
  unfold fermi
  rw [mul_neg, Real.exp_neg]
  field_simp
  ring
```

## (b) The pair weight as an integral

Separate the two energies in $L$, for any real $\beta$:
$$L(x,y)=-\beta\int_0^1 w_\tau(x)\,w_\tau(-y)\,d\tau.$$

**Solution.** The integrand is $e^{\tau\beta(x-y)}f(x)f(-y)$. If $x=y$, it is constant, and by (a) the right side is
$$-\beta f(x)(1-f(x))=-\frac{\beta e^{\beta x}}{(1+e^{\beta x})^2}=f'(x).$$
If $x\ne y$, integration gives
$$-\frac{e^{\beta(x-y)}-1}{x-y}\,f(x)f(-y).$$
Since $f(-y)=e^{\beta y}f(y)$,
$$(e^{\beta(x-y)}-1)f(x)f(-y)=f(x)f(y)(e^{\beta x}-e^{\beta y})=f(y)-f(x),$$
where the last step uses $e^{\beta x}=1/f(x)-1$. The quotient $L(x,y)$ results.

The Lean proof splits into the same cases. Its constant `K` divides only by $x-y$, so $\beta=0$ needs no special treatment, and `hkey` is the last identity.

```lean
/-- The divided difference of the Fermi function is an imaginary-time integral of a product
of one factor for each energy. -/
theorem kernel_eq_integral (β x y : ℝ) :
    kernel β x y = -β * ∫ τ in (0 : ℝ)..1, thermal β τ x * thermal β τ (-y) := by
  have hw : ∀ τ, thermal β τ x * thermal β τ (-y)
      = Real.exp (τ * (β * (x - y))) * (fermi β x * fermi β (-y)) := by
    intro τ
    have : τ * (β * (x - y)) = τ * (β * x) + τ * (β * (-y)) := by ring
    rw [this, Real.exp_add]
    unfold thermal
    ring
  simp only [hw]
  by_cases hxy : x = y
  · -- equal energies: the integrand is constant and the kernel is the derivative
    subst hxy
    have h1 := ((hasDerivAt_id' x).const_mul β).exp.const_add 1
    have hne : 1 + Real.exp (β * x) ≠ 0 := by positivity
    have h2 : HasDerivAt (fermi β) _ x := (hasDerivAt_const x (1 : ℝ)).fun_div h1 hne
    rw [kernel, if_pos rfl, h2.deriv, fermi_neg]
    simp only [sub_self, mul_zero, Real.exp_zero, one_mul, intervalIntegral.integral_const,
      sub_zero, one_smul, fermi]
    field_simp
    ring
  · -- distinct energies: integrate the exponential
    have hd : x - y ≠ 0 := sub_ne_zero.mpr hxy
    obtain ⟨K, hK⟩ : ∃ K, K * (x - y) = -(fermi β x * fermi β (-y)) :=
      ⟨-(fermi β x * fermi β (-y)) / (x - y), div_mul_cancel₀ _ hd⟩
    have hder : ∀ τ ∈ Set.uIcc (0 : ℝ) 1,
        HasDerivAt (fun τ => Real.exp (τ * (β * (x - y))) * K)
          (-β * (Real.exp (τ * (β * (x - y))) * (fermi β x * fermi β (-y)))) τ := by
      intro τ _
      refine (((hasDerivAt_id' τ).mul_const (β * (x - y))).exp.mul_const K).congr_deriv ?_
      linear_combination (Real.exp (τ * (β * (x - y))) * β) * hK
    have hkey : fermi β x - fermi β y
        = -(Real.exp (β * (x - y)) - 1) * (fermi β x * fermi β (-y)) := by
      rw [fermi_neg, mul_sub, Real.exp_sub]
      simp only [fermi]
      field_simp
      ring
    rw [← intervalIntegral.integral_const_mul,
      intervalIntegral.integral_eq_sub_of_hasDerivAt hder
        (Continuous.intervalIntegrable (by fun_prop) _ _),
      kernel, if_neg hxy, div_eq_iff hd, one_mul, zero_mul, Real.exp_zero]
    linear_combination hkey - (Real.exp (β * (x - y)) - 1) * hK
```

## (c) Reversing all energies

Show that for every function $g$, continuous or not,
$$g(-H)_{ab}=s_as_b\,g(H)_{ab}.$$

**Solution.** Multiplying $SHS=-H$ by $S$ from the left gives $HS=-SH$. For the overlaps $O_{ij}=\sum_a\psi_i(a)s_a\psi_j(a)$ this means $e_iO_{ij}=-O_{ij}e_j$ (`hO`). Thus $O_{ij}=0$ unless $e_i=-e_j$, and in either case $g(e_i)O_{ij}=O_{ij}g(-e_j)$ (`hD`), also for degenerate levels. Returning to the site basis gives $g(H)S=S\,g(-H)$ (`hF`). Its $ab$ element is $g(H)_{ab}s_b=s_a\,g(-H)_{ab}$; multiply by $s_a$.

```lean
/-- On a bipartite lattice, reversing all energies in a function of the Hamiltonian
multiplies its matrix elements by the two sublattice signs. -/
theorem spectral_neg {H U : Matrix n n ℝ} {s e : n → ℝ} (h : BipartiteModes H s e U)
    (g : ℝ → ℝ) (a b : n) :
    spectral (fun x => g (-x)) U e a b = s a * s b * spectral g U e a b := by
  have hs : ∀ a, s a * s a = 1 := fun a => by rcases h.sign a with h | h <;> simp [h]
  have hS : diagonal s * diagonal s = 1 := by
    rw [diagonal_mul_diagonal]
    simp only [hs]
    exact diagonal_one
  have hUU : U * Uᵀ = 1 := mul_eq_one_comm.mp h.orthonormal
  have hHS : H * diagonal s = -(diagonal s * H) := by
    calc H * diagonal s = (diagonal s * diagonal s) * H * diagonal s := by
          rw [hS, Matrix.one_mul]
      _ = diagonal s * (diagonal s * H * diagonal s) := by simp only [Matrix.mul_assoc]
      _ = -(diagonal s * H) := by rw [h.alternating, Matrix.mul_neg]
  have hUH : Uᵀ * H = diagonal e * Uᵀ := by
    calc Uᵀ * H = Uᵀ * (H * U) * Uᵀ := by
          rw [Matrix.mul_assoc, Matrix.mul_assoc, hUU, Matrix.mul_one]
      _ = (Uᵀ * U) * diagonal e * Uᵀ := by rw [h.eigen]; simp only [Matrix.mul_assoc]
      _ = diagonal e * Uᵀ := by rw [h.orthonormal, Matrix.one_mul]
  -- the sublattice signs connect only orbitals of opposite energy
  have hO : diagonal e * (Uᵀ * diagonal s * U) = -((Uᵀ * diagonal s * U) * diagonal e) := by
    calc diagonal e * (Uᵀ * diagonal s * U) = (diagonal e * Uᵀ) * diagonal s * U := by
          simp only [Matrix.mul_assoc]
      _ = Uᵀ * (H * diagonal s) * U := by rw [← hUH]; simp only [Matrix.mul_assoc]
      _ = -(Uᵀ * diagonal s * (H * U)) := by
          rw [hHS]; simp only [Matrix.mul_neg, Matrix.neg_mul, Matrix.mul_assoc]
      _ = _ := by rw [h.eigen]; simp only [Matrix.mul_assoc]
  have hD : diagonal (fun i => g (e i)) * (Uᵀ * diagonal s * U)
      = (Uᵀ * diagonal s * U) * diagonal (fun i => g (-e i)) := by
    ext i j
    have hij := congrFun (congrFun hO i) j
    simp only [Matrix.diagonal_mul, Matrix.mul_diagonal, Matrix.neg_apply] at hij ⊢
    by_cases hz : (Uᵀ * diagonal s * U) i j = 0
    · rw [hz]; ring
    · have he : e i = -e j := mul_right_cancel₀ hz (by linear_combination hij)
      rw [he]; ring
  have hF : U * diagonal (fun i => g (e i)) * Uᵀ * diagonal s
      = diagonal s * (U * diagonal (fun i => g (-e i)) * Uᵀ) := by
    calc _ = U * diagonal (fun i => g (e i)) * Uᵀ * diagonal s * (U * Uᵀ) := by
          rw [hUU, Matrix.mul_one]
      _ = U * (diagonal (fun i => g (e i)) * (Uᵀ * diagonal s * U)) * Uᵀ := by
          simp only [Matrix.mul_assoc]
      _ = (U * Uᵀ) * (diagonal s * (U * diagonal (fun i => g (-e i)) * Uᵀ)) := by
          rw [hD]; simp only [Matrix.mul_assoc]
      _ = _ := by rw [hUU, Matrix.one_mul]
  have hsp : ∀ k : n → ℝ, (U * diagonal k * Uᵀ) a b = ∑ i, k i * (U a i * U b i) := by
    intro k
    rw [Matrix.mul_apply]
    refine Finset.sum_congr rfl fun i _ => ?_
    rw [Matrix.mul_diagonal, Matrix.transpose_apply]
    ring
  have hab := congrFun (congrFun hF a) b
  rw [Matrix.mul_diagonal, Matrix.diagonal_mul, hsp, hsp] at hab
  change spectral g U e a b * s b = s a * spectral (fun x => g (-x)) U e a b at hab
  linear_combination -(s a) * hab - spectral (fun x => g (-x)) U e a b * hs a
```

## (d) The response as an integrated square

Combine (b) and (c) into
$$\chi_{ab}=-\beta\,s_as_b\int_0^1\big(w_\tau(H)_{ab}\big)^2d\tau.$$

**Solution.** Insert (b) into $\chi_{ab}$ and exchange the finite sums with the integral. The double sum factorises, and (c) turns the second factor into the first:
$$w_\tau(H)_{ab}\,w_\tau(-H)_{ab}=s_as_b\big(w_\tau(H)_{ab}\big)^2.$$
This is `hc`. Continuity in $\tau$ justifies the exchange.

```lean
/-- On a bipartite lattice the response is, up to the factor `-β` and the two sublattice
signs, the imaginary-time integral of a squared propagator. -/
theorem response_eq_integral {H U : Matrix n n ℝ} {s e : n → ℝ}
    (h : BipartiteModes H s e U) (β : ℝ) (a b : n) :
    response β U e a b
      = -β * (s a * s b * ∫ τ in (0 : ℝ)..1, (spectral (thermal β τ) U e a b) ^ 2) := by
  have hc : ∀ τ, ∑ i, ∑ j, thermal β τ (e i) * thermal β τ (-e j)
      * (U a i * U a j * U b i * U b j)
      = s a * s b * (spectral (thermal β τ) U e a b) ^ 2 := by
    intro τ
    calc _ = spectral (thermal β τ) U e a b
          * spectral (fun x => thermal β τ (-x)) U e a b := by
          simp only [spectral, Finset.sum_mul_sum]
          exact Finset.sum_congr rfl fun i _ => Finset.sum_congr rfl fun j _ => by ring
      _ = _ := by rw [spectral_neg h]; ring
  -- exchange the integral with the sums over orbitals
  rw [← intervalIntegral.integral_const_mul]
  simp only [← hc]
  rw [intervalIntegral.integral_finsetSum]
  · rw [response, Finset.mul_sum]
    refine Finset.sum_congr rfl fun i _ => ?_
    rw [intervalIntegral.integral_finsetSum]
    · rw [Finset.mul_sum]
      refine Finset.sum_congr rfl fun j _ => ?_
      rw [intervalIntegral.integral_mul_const, kernel_eq_integral]
      ring
    · intro j _
      exact Continuous.intervalIntegrable (by unfold thermal; fun_prop) _ _
  · intro i _
    exact Continuous.intervalIntegrable (by unfold thermal; fun_prop) _ _
```

## (e) The sign

For $\beta\ge0$, show that
$$s_as_b\,\chi_{ab}\le0.$$

**Solution.** Multiply (d) by $s_as_b$ and use $s_a^2=s_b^2=1$. What remains is $-\beta$ times the integral of a square.

So $\chi_{ab}\le0$ within a sublattice and $\chi_{ab}\ge0$ between sublattices. In the Hückel model of alternant hydrocarbons at half filling, where all site energies are equal, this fixes the sign pattern of the thermal atom–atom polarisability at fixed chemical potential, apart from elements that vanish. At fixed electron number the chemical potential can shift with the perturbation, and at nonzero temperature the signs within a sublattice can then differ.

```lean
/-- On a bipartite lattice with the chemical potential at zero and `β ≥ 0`, the density
response is nonpositive within a sublattice and nonnegative between the sublattices. -/
theorem alternating_response {H U : Matrix n n ℝ} {s e : n → ℝ}
    (h : BipartiteModes H s e U) {β : ℝ} (hβ : 0 ≤ β) (a b : n) :
    s a * s b * response β U e a b ≤ 0 := by
  have hs : ∀ a, s a ^ 2 = 1 := fun a => by rcases h.sign a with h | h <;> simp [h]
  have hI : 0 ≤ ∫ τ in (0 : ℝ)..1, (spectral (thermal β τ) U e a b) ^ 2 :=
    intervalIntegral.integral_nonneg zero_le_one fun τ _ => sq_nonneg _
  rw [response_eq_integral h]
  calc _ = -(s a ^ 2 * s b ^ 2
        * (β * ∫ τ in (0 : ℝ)..1, (spectral (thermal β τ) U e a b) ^ 2)) := by ring
    _ ≤ 0 := by
      rw [hs, hs, one_mul, one_mul]
      exact neg_nonpos.mpr (mul_nonneg hβ hI)
```

## (f) The staggered potential

For $\beta\ge0$ and site potentials with $|v_a|\le1$, show that
$$\Big|\sum_{ab}v_av_b\chi_{ab}\Big|\le\Big|\sum_{ab}s_as_b\chi_{ab}\Big|.$$

**Solution.** By the triangle inequality the left side is at most $\sum_{ab}|v_a||v_b||\chi_{ab}|\le\sum_{ab}|\chi_{ab}|$. By (e), $|\chi_{ab}|=-s_as_b\chi_{ab}$, so the last sum is the right side. Lean applies the triangle inequality once per sum. Other potentials may tie with $s$.

```lean
/-- For `β ≥ 0`, among all site potentials bounded by one in magnitude, the staggered
potential `s` gives the quadratic response of largest magnitude. -/
theorem staggered_potential_maximal {H U : Matrix n n ℝ} {s e : n → ℝ}
    (h : BipartiteModes H s e U) {β : ℝ} (hβ : 0 ≤ β) (v : n → ℝ) (hv : ∀ a, |v a| ≤ 1) :
    |∑ a, ∑ b, v a * v b * response β U e a b|
      ≤ |∑ a, ∑ b, s a * s b * response β U e a b| := by
  have hs : ∀ a, |s a| = 1 := fun a => by rcases h.sign a with h | h <;> simp [h]
  have hneg : ∑ a, ∑ b, s a * s b * response β U e a b ≤ 0 :=
    Finset.sum_nonpos fun a _ => Finset.sum_nonpos fun b _ => alternating_response h hβ a b
  rw [abs_of_nonpos hneg, ← Finset.sum_neg_distrib]
  refine (Finset.abs_sum_le_sum_abs _ _).trans (Finset.sum_le_sum fun a _ => ?_)
  rw [← Finset.sum_neg_distrib]
  refine (Finset.abs_sum_le_sum_abs _ _).trans (Finset.sum_le_sum fun b _ => ?_)
  -- each term is bounded by the corresponding staggered term
  rw [← abs_of_nonpos (alternating_response h hβ a b), abs_mul, abs_mul, abs_mul (s a * s b),
    abs_mul (s a), hs, hs, one_mul]
  exact mul_le_mul_of_nonneg_right
    (mul_le_one₀ (hv a) (abs_nonneg _) (hv b)) (abs_nonneg _)
```

## (g) The density matrix within a sublattice

For $s_a=s_b$ and any real $\beta$, show that
$$f(H)_{ab}=\tfrac12\delta_{ab}.$$

**Solution.** By (c), $f(-H)_{ab}=f(H)_{ab}$. By (a) and completeness of the orbitals, $f(-H)_{ab}=\delta_{ab}-f(H)_{ab}$. Equate the two. Each site thus holds half an electron per spin.

```lean
/-- With the chemical potential at zero, each site of a bipartite lattice has occupation one
half, and the density matrix vanishes between distinct sites of the same sublattice. -/
theorem density_matrix_same_sublattice {H U : Matrix n n ℝ} {s e : n → ℝ}
    (h : BipartiteModes H s e U) (β : ℝ) {a b : n} (hab : s a = s b) :
    spectral (fermi β) U e a b = if a = b then 1 / 2 else 0 := by
  have hs : s a * s b = 1 := by rw [hab]; rcases h.sign b with h | h <;> simp [h]
  have hUU : U * Uᵀ = 1 := mul_eq_one_comm.mp h.orthonormal
  have h1 : ∑ i, U a i * U b i = if a = b then 1 else 0 := by
    have := congrFun (congrFun hUU a) b
    simpa only [Matrix.mul_apply, Matrix.transpose_apply, Matrix.one_apply] using this
  have h2 := spectral_neg h (fermi β) a b
  have h3 : spectral (fun x => fermi β (-x)) U e a b
      = ∑ i, U a i * U b i - spectral (fermi β) U e a b := by
    simp only [spectral, fermi_neg, sub_mul, one_mul, Finset.sum_sub_distrib]
  rw [h3, h1, hs, one_mul] at h2
  split_ifs at h2 ⊢ <;> linarith
```

## (h) A dimer with numbers

Verify the hypotheses for two sites with real hopping $t$ and $s=(1,-1)$:
$$H=\begin{pmatrix}0&-t\\-t&0\end{pmatrix},\qquad \psi_{1,2}=\tfrac1{\sqrt2}(1,\pm1),\qquad e_{1,2}=\mp t.$$

**Solution.** Conjugation by $S$ flips the off-diagonal entries, so $SHS=-H$. The orbitals are orthonormal, and direct multiplication gives $H\psi_1=-t\psi_1$ and $H\psi_2=t\psi_2$. Lean checks the same relations entry by entry.

For $t=\beta=1$, $f(\mp1)\approx0.7311,\ 0.2689$, so $L(e_1,e_1)=L(e_2,e_2)\approx-0.1966$ and $L(e_1,e_2)\approx-0.2311$. Then
$$\chi_{11}\approx\tfrac12(-0.1966-0.2311)\approx-0.214,\qquad \chi_{12}\approx\tfrac12(-0.1966+0.2311)\approx0.017,$$
with the signs required by (e).

```lean
/-- The two-site dimer with hopping `t`, its symmetric and antisymmetric orbitals and their energies
`-t` and `t` satisfy the bipartite relations. -/
theorem bipartiteModes_witness (t : ℝ) :
    BipartiteModes !![0, -t; -t, 0] ![1, -1] ![-t, t]
      !![(√2)⁻¹, (√2)⁻¹; (√2)⁻¹, -(√2)⁻¹] := by
  have hr : (√2)⁻¹ * (√2)⁻¹ = (1 / 2 : ℝ) := by
    rw [← mul_inv, Real.mul_self_sqrt (by norm_num)]
    norm_num
  generalize (√2)⁻¹ = r at hr ⊢
  refine ⟨?_, ?_, ?_, ?_⟩
  · intro a
    fin_cases a <;> simp
  · ext i j
    fin_cases i <;> fin_cases j <;> simp [Matrix.mul_apply, Fin.sum_univ_succ]
  · ext i j
    fin_cases i <;> fin_cases j <;> simp [Matrix.mul_apply, Fin.sum_univ_succ] <;> linarith
  · ext i j
    fin_cases i <;> fin_cases j <;> simp [Matrix.mul_apply, Fin.sum_univ_succ] <;> ring

end

end AlternatingResponse
```

```lean
#print axioms AlternatingResponse.staggered_potential_maximal
#print axioms AlternatingResponse.density_matrix_same_sublattice
```

```
'AlternatingResponse.staggered_potential_maximal' depends on axioms: [propext, Classical.choice, Quot.sound]
'AlternatingResponse.density_matrix_same_sublattice' depends on axioms: [propext, Classical.choice, Quot.sound]
```
